# The four tetrahedral directions are unit vectors with mutual scalar product −1/3

Four alternating corners of a cube centred at the origin, each divided by its length `√3`, give the four tetrahedral directions in real three-dimensional space. The theorem `dir_dot` states that the scalar product of two of these directions is 1 if they are the same and −1/3 if they are different. The proof first shows that the two factors `√3` in each product of components combine to 3. It then writes the scalar product as a sum of three terms and checks all sixteen pairs of directions by computation.

As first written in Lean, the proof fails:

```lean
import Mathlib

open Matrix

namespace DirDot

noncomputable section

/-- Four alternating corners of a cube, one in each row. -/
def corner : Matrix (Fin 4) (Fin 3) ℝ :=
  !![1, 1, 1; 1, -1, -1; -1, 1, -1; -1, -1, 1]

/-- The tetrahedral directions: the corners divided by `√3`. -/
def dir (i : Fin 4) (k : Fin 3) : ℝ := corner i k / √3

/-- The tetrahedral directions are unit vectors, and two different ones have scalar
product `-1/3`. -/
theorem dir_dot (i j : Fin 4) : dir i ⬝ᵥ dir j = if i = j then 1 else -1 / 3 := by
  have h : ∀ k, dir i k * dir j k = corner i k * corner j k / 3 := by
    intro k
    unfold dir
    rw [div_mul_div_comm, Real.mul_self_sqrt (by norm_num)]
  simp only [dotProduct, h, Fin.sum_univ_three]
  clear h
  fin_cases i <;> fin_cases j <;> norm_num [corner]

end

end DirDot
```

Compiling this gives:

```
Main.lean:18:80: error: unsolved goals
case «0».«0»
⊢ 2 / 3 + ![1, 1, 1] 2 * ![1, 1, 1] 2 / 3 = 1

case «0».«1»
⊢ ![1, 1, 1] 2 * ![1, -1, -1] 2 / 3 = -(1 / 3)

case «0».«2»
⊢ ![1, 1, 1] 2 * ![-1, 1, -1] 2 / 3 = -(1 / 3)

case «0».«3»
⊢ -(2 / 3) + ![1, 1, 1] 2 * ![-1, -1, 1] 2 / 3 = -(1 / 3)

case «1».«0»
⊢ ![1, -1, -1] 2 * ![1, 1, 1] 2 / 3 = -(1 / 3)

case «1».«1»
⊢ 2 / 3 + ![1, -1, -1] 2 * ![1, -1, -1] 2 / 3 = 1

case «1».«2»
⊢ -(2 / 3) + ![1, -1, -1] 2 * ![-1, 1, -1] 2 / 3 = -(1 / 3)

case «1».«3»
⊢ ![1, -1, -1] 2 * ![-1, -1, 1] 2 / 3 = -(1 / 3)

case «2».«0»
⊢ ![-1, 1, -1] 2 * ![1, 1, 1] 2 / 3 = -(1 / 3)

case «2».«1»
⊢ -(2 / 3) + ![-1, 1, -1] 2 * ![1, -1, -1] 2 / 3 = -(1 / 3)

case «2».«2»
⊢ 2 / 3 + ![-1, 1, -1] 2 * ![-1, 1, -1] 2 / 3 = 1

case «2».«3»
⊢ ![-1, 1, -1] 2 * ![-1, -1, 1] 2 / 3 = -(1 / 3)

case «3».«0»
⊢ -(2 / 3) + ![-1, -1, 1] 2 * ![1, 1, 1] 2 / 3 = -(1 / 3)

case «3».«1»
⊢ ![-1, -1, 1] 2 * ![1, -1, -1] 2 / 3 = -(1 / 3)

case «3».«2»
⊢ ![-1, -1, 1] 2 * ![-1, 1, -1] 2 / 3 = -(1 / 3)

case «3».«3»
⊢ 2 / 3 + ![-1, -1, 1] 2 * ![-1, -1, 1] 2 / 3 = 1
```

Diagnosis. The single error lists sixteen unsolved goals, one for each pair of directions. In all of them the first two terms of the sum have been worked out, but the third still contains entries such as `![1, 1, 1] 2`, the entry of a row at index 2.

Entries at indices 0 and 1 are covered by ordinary simp lemmas, which `norm_num` uses. Reading off the entry at index 2 is the work of a simproc, a small program that `simp` runs by default and `norm_num` does not. So `norm_num [corner]` unfolds the matrix but can't finish the arithmetic, although the remaining equations are true.

The repair calls `simp [corner]` first, which evaluates all the entries, including those at index 2. The `norm_num` after it then settles the arithmetic with fractions in whatever goals remain.

As a diff, the version that Lean accepts:

```diff
@@ -23,5 +23,5 @@
   simp only [dotProduct, h, Fin.sum_univ_three]
   clear h
-  fin_cases i <;> fin_cases j <;> norm_num [corner]
+  fin_cases i <;> fin_cases j <;> simp [corner] <;> norm_num
 
 end
```
